# SL(2,ℂ)-invariant forms on left-handed Weyl spinors: one bilinear form up to scale, no nonzero sesquilinear form

In the spinor-helicity method for scattering amplitudes, two left-handed spinors $\psi$ and $\chi$ are contracted to a single number by

$$\psi_0\chi_1-\psi_1\chi_0 ,$$

with no complex conjugation. This number is unchanged when both spinors are transformed to another inertial frame. The ordinary inner product $\psi^\dagger\chi$ is not, and no other constant matrix placed between $\psi^\dagger$ and $\chi$ repairs it, except the zero matrix.

## Two shears and one rotation fix the invariants

A left-handed Weyl spinor is a vector $\psi\in\mathbb C^2$ which a Lorentz transformation composed of rotations and boosts, without reflections, changes to $A\psi$, where $A$ is a complex $2\times2$ matrix with $\det A=1$. These matrices form the group SL(2,ℂ). A constant matrix $B$ defines a bilinear form $\psi^TB\chi$ and a sesquilinear form $\psi^\dagger B\chi$. Transforming both spinors replaces $B$ by $A^TBA$ in the first and by $A^\dagger BA$ in the second. Since $\psi$ and $\chi$ are arbitrary, invariance means that the replaced matrix equals $B$.

Let

$$\varepsilon=\begin{pmatrix}0&1\\-1&0\end{pmatrix}.$$

The claim is that $A^TBA=B$ for all such $A$ exactly when $B=c\,\varepsilon$ for some $c\in\mathbb C$, and that $A^\dagger BA=B$ for all such $A$ exactly when $B=0$.

**The form $\varepsilon$ is invariant.** For two vectors $x,y$ we have $x^T\varepsilon y=x_0y_1-x_1y_0$, the determinant of the matrix with columns $x$ and $y$. The entry $(i,j)$ of $A^T\varepsilon A$ is this expression evaluated on columns $i$ and $j$ of $A$. It is zero for $i=j$, it is $\det A$ for $(0,1)$, and it is $-\det A$ for $(1,0)$. Hence

$$A^T\varepsilon A=(\det A)\,\varepsilon ,$$

which equals $\varepsilon$ when $\det A=1$. Multiples of $\varepsilon$ are then invariant too.

**Nothing else is.** Take the shears

$$U=\begin{pmatrix}1&1\\0&1\end{pmatrix},\qquad D=\begin{pmatrix}1&0\\1&1\end{pmatrix},$$

both of determinant 1. Three entries of the invariance equations are enough:

- Entry $(0,1)$ of $U^TBU=B$ reads $B_{00}+B_{01}=B_{01}$, so $B_{00}=0$.
- Entry $(0,1)$ of $D^TBD=B$ reads $B_{01}+B_{11}=B_{01}$, so $B_{11}=0$.
- Entry $(1,1)$ of $U^TBU=B$ reads $B_{00}+B_{01}+B_{10}+B_{11}=B_{11}$, so $B_{10}=-B_{01}$.

Therefore $B=B_{01}\,\varepsilon$.

**The sesquilinear case.** The shears are real, so $U^\dagger=U^T$ and $D^\dagger=D^T$. The same three equations hold, and again $B=B_{01}\,\varepsilon$. Now take $P=\mathrm{diag}(i,-i)$, which has determinant 1 and represents a rotation by $\pi$ about the $z$ axis. Entry $(0,1)$ of $P^\dagger BP=B$ is

$$\overline{i}\,B_{01}\,(-i)=(-i)^2B_{01}=-B_{01}=B_{01},$$

so $B_{01}=0$ and $B=0$. Conversely, the zero matrix is invariant.

## Without boosts, the inner product survives

A boost along $z$ can be written $\mathrm{diag}(e^{\zeta/2},e^{-\zeta/2})$ with real $\zeta$. It takes $\psi=(1,0)$ to $(e^{\zeta/2},0)$, so $\psi^\dagger\psi$ changes from $1$ to $e^{\zeta}$. The contraction of $(1,0)$ with $(0,1)$ becomes $e^{\zeta/2}e^{-\zeta/2}=1$ and is unchanged. In a numerical check, `psi[0]*chi[1] - psi[1]*chi[0]` should therefore survive the boost up to rounding, while NumPy's conjugating product `vdot(psi, psi)` with `psi` equal to $(1,0)$ changes from $1$ to $e^{\zeta}$. The pair $(1,0)$, $(0,1)$ would not reveal this change, since its `vdot` is zero before and after the boost.

In the limit $\zeta\to0$ the change in $\psi^\dagger\psi$ disappears, and if only rotations are allowed the obstruction disappears as well. Rotations are the matrices with $A^\dagger A=1$ and $\det A=1$, the group SU(2). For $B=c\,1$ we get $A^\dagger BA=c\,A^\dagger A=B$. Conversely, entries $(0,1)$ and $(1,0)$ of $P^\dagger BP=B$ give $B_{01}=-B_{01}$ and $B_{10}=-B_{10}$, so both vanish. The matrix $\varepsilon$ is itself in SU(2), and entry $(0,0)$ of $\varepsilon^\dagger B\varepsilon=B$ reads $B_{11}=B_{00}$. Thus $B=B_{00}\,1$: for a single spin-½ with rotations only, the usual quantum-mechanical inner product is fixed up to a factor.

## A right-handed partner restores an invariant

Let a right-handed spinor $\eta$ transform by $(A^\dagger)^{-1}$. For a rotation this equals $A$, and for a boost, where $A$ is Hermitian, it equals $A^{-1}$: the two chiralities rotate alike and boost oppositely. The pairing $\eta^\dagger B\chi$ with a left-handed $\chi$ changes $B$ into

$$\big((A^\dagger)^{-1}\big)^\dagger BA=A^{-1}BA .$$

Invariance therefore says $AB=BA$ for every $A$ of determinant 1. Entry $(0,0)$ of $UB=BU$ reads $B_{00}+B_{10}=B_{00}$, so $B_{10}=0$. Entry $(0,1)$ reads $B_{01}+B_{11}=B_{00}+B_{01}$, so $B_{11}=B_{00}$. Entry $(1,1)$ of $DB=BD$ reads $B_{01}+B_{11}=B_{11}$, so $B_{01}=0$. Hence $B=B_{00}\,1$, and every multiple of the identity does commute with $A$. This is the matrix structure of the Dirac mass term, here for constant matrices between one right-handed and one left-handed spinor.

## The matrices in Lean

The development uses plain complex matrices. The type `Matrix (Fin 2) (Fin 2) ℂ` has row and column indices 0 and 1, as above. Membership of SL(2,ℂ) is expressed by the hypothesis `A.det = 1`. The notations `ᵀ` and `ᴴ` stand for transpose and conjugate transpose.

```lean
import Mathlib

open Matrix

namespace WeylInvariantForms
```

The first definition is $\varepsilon$. It fixes the sign convention: the upper right entry is $+1$. The opposite convention changes only the sign of the coefficient $c$.

```lean
/-- The antisymmetric spinor metric. -/
def eps : Matrix (Fin 2) (Fin 2) ℂ := !![0, 1; -1, 0]
```

Next come the test transformations $U$, $D$ and $P$.

```lean
/-- The upper triangular shear with unit off-diagonal entry. -/
def shearUp : Matrix (Fin 2) (Fin 2) ℂ := !![1, 1; 0, 1]

/-- The lower triangular shear with unit off-diagonal entry. -/
def shearDown : Matrix (Fin 2) (Fin 2) ℂ := !![1, 0; 1, 1]

/-- The diagonal spinor rotation with phases `i` and `-i`. -/
def phaseRot : Matrix (Fin 2) (Fin 2) ℂ := !![Complex.I, 0; 0, -Complex.I]
```

## The determinant identity and the shear argument

The identity $A^T\varepsilon A=(\det A)\,\varepsilon$ is stated for every matrix `A`, with no condition on its determinant. The proof compares the four entries: `fin_cases` runs through the index pairs, `simp` writes out the products and the determinant, and `ring` closes the remaining polynomial identities.

```lean
/-- Any linear map of spinors multiplies the spinor metric by its determinant. -/
theorem transpose_mul_eps_mul (A : Matrix (Fin 2) (Fin 2) ℂ) :
    Aᵀ * eps * A = A.det • eps := by
  ext i j
  fin_cases i <;> fin_cases j <;>
    simp [eps, Matrix.mul_apply, Fin.sum_univ_two, Matrix.det_fin_two] <;> ring
```

The following lemma assumes invariance under the two shears only. Its conclusion names the coefficient, `B 0 1`. The facts `ha`, `hd` and `hc` are the three entry equations of the derivation, in the same order. In each, `congrFun` extracts one entry from a matrix equation and `linear_combination` solves it. The last line reassembles the matrix.

```lean
/-- A bilinear form preserved by the two shears is a multiple of the spinor metric. -/
theorem eq_smul_eps_of_shears (B : Matrix (Fin 2) (Fin 2) ℂ)
    (hU : shearUpᵀ * B * shearUp = B) (hD : shearDownᵀ * B * shearDown = B) :
    B = B 0 1 • eps := by
  -- the shears remove the diagonal entries
  have ha : B 0 0 = 0 := by
    have h := congrFun (congrFun hU 0) 1
    simp [shearUp, Matrix.mul_apply, Fin.sum_univ_two] at h
    linear_combination h
  have hd : B 1 1 = 0 := by
    have h := congrFun (congrFun hD 0) 1
    simp [shearDown, Matrix.mul_apply, Fin.sum_univ_two] at h
    linear_combination h
  -- and make the off-diagonal entries opposite
  have hc : B 1 0 = -B 0 1 := by
    have h := congrFun (congrFun hU 1) 1
    simp [shearUp, Matrix.mul_apply, Fin.sum_univ_two] at h
    linear_combination h - ha
  ext i j
  fin_cases i <;> fin_cases j <;> simp [eps, ha, hd, hc]
```

## Bilinear and sesquilinear invariants under SL(2,ℂ)

The bilinear classification is an equivalence. On the left, `B` is preserved by every `A` of determinant 1; on the right, some complex `c` gives `B = c • eps`. The forward direction applies the invariance hypothesis to the two shears, after checking their determinants, and passes the results to the shear lemma. The reverse direction moves the scalar outside the product and uses the determinant identity.

```lean
/-- The bilinear forms on Weyl spinors invariant under SL(2,ℂ) are exactly the
multiples of the spinor metric. -/
theorem invariant_bilinear_iff (B : Matrix (Fin 2) (Fin 2) ℂ) :
    (∀ A : Matrix (Fin 2) (Fin 2) ℂ, A.det = 1 → Aᵀ * B * A = B) ↔
      ∃ c : ℂ, B = c • eps := by
  constructor
  · intro h
    exact ⟨B 0 1, eq_smul_eps_of_shears B
      (h shearUp (by simp [shearUp, Matrix.det_fin_two]))
      (h shearDown (by simp [shearDown, Matrix.det_fin_two]))⟩
  · rintro ⟨c, rfl⟩ A hA
    rw [Matrix.mul_smul, Matrix.smul_mul, transpose_mul_eps_mul, hA, one_smul]
```

In the sesquilinear theorem the transpose is replaced by the adjoint, and the right-hand side becomes `B = 0`. The steps `eU` and `eD` record that adjoint and transpose agree on the real shears, which lets the same lemma apply. The step `hb` is the sign reversal under $P$, with `Complex.I_sq` supplying $i^2=-1$.

```lean
/-- The only sesquilinear form on Weyl spinors invariant under SL(2,ℂ) is zero. -/
theorem invariant_sesquilinear_iff (B : Matrix (Fin 2) (Fin 2) ℂ) :
    (∀ A : Matrix (Fin 2) (Fin 2) ℂ, A.det = 1 → Aᴴ * B * A = B) ↔ B = 0 := by
  constructor
  · intro h
    -- on the real shears, adjoint and transpose agree
    have eU : shearUpᴴ = shearUpᵀ := by
      ext i j
      fin_cases i <;> fin_cases j <;> simp [shearUp]
    have eD : shearDownᴴ = shearDownᵀ := by
      ext i j
      fin_cases i <;> fin_cases j <;> simp [shearDown]
    have hU := h shearUp (by simp [shearUp, Matrix.det_fin_two])
    have hD := h shearDown (by simp [shearDown, Matrix.det_fin_two])
    rw [eU] at hU
    rw [eD] at hD
    have hB := eq_smul_eps_of_shears B hU hD
    -- the phase rotation reverses the sign of the remaining coefficient
    have hb : B 0 1 = 0 := by
      have h1 := congrFun (congrFun
        (h phaseRot (by simp [phaseRot, Matrix.det_fin_two])) 0) 1
      simp [phaseRot, Matrix.mul_apply, Fin.sum_univ_two] at h1
      linear_combination (-1 / 2) * h1 + (1 / 2) * B 0 1 * Complex.I_sq
    rw [hB, hb, zero_smul]
  · rintro rfl A _
    simp
```

Both theorems concern a constant `B` that is not itself transformed. An expression such as $\psi^\dagger(p^0\,1+\mathbf p\cdot\boldsymbol\sigma)\chi$, with $\boldsymbol\sigma$ the Pauli matrices and $(p^0,\mathbf p)$ a four-momentum (often written $p_\mu\bar\sigma^\mu$), has a matrix that changes with the frame. It is a different kind of object and is not excluded.

## A spinor paired with itself

If $B=c\,\varepsilon$, then $\psi^TB\psi=c(\psi_0\psi_1-\psi_1\psi_0)=0$. The next theorem states this for every invariant bilinear form. The spinor has type `Fin 2 → ℂ`, `*ᵥ` applies the matrix to it, and `⬝ᵥ` is the dot product without conjugation. The proof obtains `c` from the classification and expands the sum.

```lean
/-- An SL(2,ℂ)-invariant bilinear form vanishes when both arguments are the same
spinor with complex-number components. -/
theorem invariant_self_pairing (B : Matrix (Fin 2) (Fin 2) ℂ)
    (h : ∀ A : Matrix (Fin 2) (Fin 2) ℂ, A.det = 1 → Aᵀ * B * A = B)
    (ψ : Fin 2 → ℂ) : ψ ⬝ᵥ B *ᵥ ψ = 0 := by
  obtain ⟨c, rfl⟩ := (invariant_bilinear_iff B).1 h
  simp [eps, Matrix.mulVec, dotProduct, Fin.sum_univ_two]
  ring
```

The complex components commute, and the cancellation depends on that. For the anticommuting components of a fermion field the same expression is $2c\,\psi_0\psi_1$, which is why a Majorana mass term need not vanish.

## Rotations only

For SU(2) the quantifier over `A` carries a second condition, `Aᴴ * A = 1`. The weaker demand on `B` admits more solutions: all multiples of the identity matrix. The proof first checks that `phaseRot` and `eps` are unitary with determinant 1. Then `hb` and `hc` remove the off-diagonal entries, and `hd` equates the diagonal ones. The converse uses `Aᴴ * A = 1` directly.

```lean
/-- The sesquilinear forms on spinors invariant under the rotation group SU(2) are
exactly the multiples of the standard Hermitian product. -/
theorem rotation_invariant_sesquilinear_iff (B : Matrix (Fin 2) (Fin 2) ℂ) :
    (∀ A : Matrix (Fin 2) (Fin 2) ℂ, Aᴴ * A = 1 → A.det = 1 → Aᴴ * B * A = B) ↔
      ∃ c : ℂ, B = c • (1 : Matrix (Fin 2) (Fin 2) ℂ) := by
  constructor
  · intro h
    have hP := h phaseRot
      (by ext i j
          fin_cases i <;> fin_cases j <;>
            simp [phaseRot, Matrix.mul_apply, Fin.sum_univ_two])
      (by simp [phaseRot, Matrix.det_fin_two])
    have hE := h eps
      (by ext i j
          fin_cases i <;> fin_cases j <;>
            simp [eps, Matrix.mul_apply, Fin.sum_univ_two])
      (by simp [eps, Matrix.det_fin_two])
    -- the phase rotation removes the off-diagonal entries
    have hb : B 0 1 = 0 := by
      have h1 := congrFun (congrFun hP 0) 1
      simp [phaseRot, Matrix.mul_apply, Fin.sum_univ_two] at h1
      linear_combination (-1 / 2) * h1 + (1 / 2) * B 0 1 * Complex.I_sq
    have hc : B 1 0 = 0 := by
      have h1 := congrFun (congrFun hP 1) 0
      simp [phaseRot, Matrix.mul_apply, Fin.sum_univ_two] at h1
      linear_combination (-1 / 2) * h1 + (1 / 2) * B 1 0 * Complex.I_sq
    -- `eps`, itself a rotation, exchanges the diagonal entries
    have hd : B 1 1 = B 0 0 := by
      have h1 := congrFun (congrFun hE 0) 0
      simp [eps, Matrix.mul_apply, Fin.sum_univ_two] at h1
      linear_combination h1
    refine ⟨B 0 0, ?_⟩
    ext i j
    fin_cases i <;> fin_cases j <;> simp [hb, hc, hd]
  · rintro ⟨c, rfl⟩ A hA _
    rw [Matrix.mul_smul, mul_one, Matrix.smul_mul, hA]
```

The coefficient `c` may be any complex number, including zero. Positivity and normalisation of an inner product are further requirements, which would restrict it.

## Pairing the two chiralities

The last theorem builds the right-handed transformation law into its statement through the factor `((Aᴴ)⁻¹)ᴴ`. The law is an input that specifies what is meant by a right-handed spinor; it is not derived from the Lorentz group here.

The auxiliary fact `key` simplifies that factor to `A⁻¹`. The `calc` block in `comm` multiplies the invariance equation by $A$ from the left and obtains $AB=BA$; the determinant condition guarantees that the inverse exists. The steps `hc`, `hd` and `hb` then read off the three entry equations from the commutation relations with the shears. In the converse direction the scalar comes out of the product and $A^{-1}A=1$ finishes the proof.

```lean
/-- If right-handed spinors transform by the inverse adjoint of `A`, the invariant
sesquilinear pairings of a right-handed with a left-handed spinor are exactly the
multiples of the identity. -/
theorem invariant_chiral_pairing_iff (B : Matrix (Fin 2) (Fin 2) ℂ) :
    (∀ A : Matrix (Fin 2) (Fin 2) ℂ, A.det = 1 → ((Aᴴ)⁻¹)ᴴ * B * A = B) ↔
      ∃ c : ℂ, B = c • (1 : Matrix (Fin 2) (Fin 2) ℂ) := by
  have key : ∀ A : Matrix (Fin 2) (Fin 2) ℂ, ((Aᴴ)⁻¹)ᴴ = A⁻¹ := fun A => by
    rw [Matrix.conjTranspose_nonsing_inv, Matrix.conjTranspose_conjTranspose]
  constructor
  · intro h
    -- invariance means that `B` commutes with all of SL(2,ℂ)
    have comm : ∀ A : Matrix (Fin 2) (Fin 2) ℂ, A.det = 1 → A * B = B * A := by
      intro A hA
      have hu : IsUnit A.det := by rw [hA]; exact isUnit_one
      have h1 := h A hA
      rw [key] at h1
      calc A * B = A * (A⁻¹ * B * A) := by rw [h1]
        _ = (A * A⁻¹) * (B * A) := by simp only [mul_assoc]
        _ = B * A := by rw [Matrix.mul_nonsing_inv A hu, one_mul]
    have hU := comm shearUp (by simp [shearUp, Matrix.det_fin_two])
    have hD := comm shearDown (by simp [shearDown, Matrix.det_fin_two])
    have hc : B 1 0 = 0 := by
      have h1 := congrFun (congrFun hU 0) 0
      simp [shearUp, Matrix.mul_apply, Fin.sum_univ_two] at h1
      linear_combination h1
    have hd : B 1 1 = B 0 0 := by
      have h1 := congrFun (congrFun hU 0) 1
      simp [shearUp, Matrix.mul_apply, Fin.sum_univ_two] at h1
      linear_combination h1
    have hb : B 0 1 = 0 := by
      have h1 := congrFun (congrFun hD 1) 1
      simp [shearDown, Matrix.mul_apply, Fin.sum_univ_two] at h1
      linear_combination h1
    refine ⟨B 0 0, ?_⟩
    ext i j
    fin_cases i <;> fin_cases j <;> simp [hb, hc, hd]
  · rintro ⟨c, rfl⟩ A hA
    have hu : IsUnit A.det := by rw [hA]; exact isUnit_one
    rw [key, Matrix.mul_smul, mul_one, Matrix.smul_mul, Matrix.nonsing_inv_mul A hu]

end WeylInvariantForms
```

```lean
#print axioms WeylInvariantForms.invariant_sesquilinear_iff
-- 'WeylInvariantForms.invariant_sesquilinear_iff' depends on axioms: [propext, Classical.choice, Quot.sound]
#print axioms WeylInvariantForms.invariant_self_pairing
-- 'WeylInvariantForms.invariant_self_pairing' depends on axioms: [propext, Classical.choice, Quot.sound]
#print axioms WeylInvariantForms.rotation_invariant_sesquilinear_iff
-- 'WeylInvariantForms.rotation_invariant_sesquilinear_iff' depends on axioms: [propext, Classical.choice, Quot.sound]
#print axioms WeylInvariantForms.invariant_chiral_pairing_iff
-- 'WeylInvariantForms.invariant_chiral_pairing_iff' depends on axioms: [propext, Classical.choice, Quot.sound]
```
